# For D > 0, D + 2K > 0 and K ≠ 0, the sum D + K exceeds the RPA frequency √(D² + 2DK)

The random-phase-approximation (RPA) excitation frequency is here a function of two real numbers, √(D² + 2DK), with K the coupling. The theorem `one_lt_ratio` states that the ratio of D + K to this frequency is strictly greater than one whenever D > 0, D + 2K > 0 and K ≠ 0; K may have either sign. The proof first shows that D² + 2DK is positive, so that the inequality can be multiplied through by the square root. It then aims to compare squares, where (D + K)² exceeds D² + 2DK by exactly K², which is positive.

In Lean, a first try:

```lean
import Mathlib

open Matrix

namespace OneLtRatio

noncomputable section

/-- The RPA excitation frequency, for `D ^ 2 + 2 * D * K ≥ 0`. -/
def rpaFreq (D K : ℝ) : ℝ := √(D ^ 2 + 2 * D * K)

/-- For `D > 0`, `D + 2K > 0` and nonzero coupling, the ratio of `D + K` to the RPA
frequency exceeds one. -/
theorem one_lt_ratio {D K : ℝ} (hD : 0 < D) (hst : 0 < D + 2 * K) (hK : K ≠ 0) :
    1 < (D + K) / rpaFreq D K := by
  have hpos : 0 < D ^ 2 + 2 * D * K := by
    have := mul_pos hD hst
    nlinarith
  have hK2 : 0 < K ^ 2 := by positivity
  rw [one_lt_div (Real.sqrt_pos.2 hpos)]
  refine (Real.sqrt_lt' (by linarith)).2 ?_
  nlinarith

end

end OneLtRatio
```

Lean reports:

```
Main.lean:20:6: error: Tactic `rewrite` failed: Did not find an occurrence of the pattern
  @LT.lt ℝ Real.partialOrder.toLT 1 (?m.106 / √(D ^ 2 + 2 * D * K))
in the target expression
  @LT.lt ℝ Real.instLT 1 ((D + K) / rpaFreq D K)

D K : ℝ
hD : 0 < D
hst : 0 < D + 2 * K
hK : K ≠ 0
hpos : 0 < D ^ 2 + 2 * D * K
hK2 : 0 < K ^ 2
⊢ 1 < (D + K) / rpaFreq D K
```

This version goes through:

```diff
@@ -18,5 +18,5 @@
     nlinarith
   have hK2 : 0 < K ^ 2 := by positivity
-  rw [one_lt_div (Real.sqrt_pos.2 hpos)]
+  rw [rpaFreq, one_lt_div (Real.sqrt_pos.2 hpos)]
   refine (Real.sqrt_lt' (by linarith)).2 ?_
   nlinarith
```

The message says that `rw` found no instance of its pattern in the goal. The argument `Real.sqrt_pos.2 hpos` proves that `√(D ^ 2 + 2 * D * K)` is positive, which fixes the denominator in `one_lt_div` as that square root. In the goal the denominator is still written `rpaFreq D K`. The two are equal by definition, but `rpaFreq` is an ordinary `def`, and `rw` does not unfold such definitions when it looks for its pattern.

The pattern and the goal also show different instances for `<`, `Real.partialOrder.toLT` and `Real.instLT`. That is not the obstacle, since the repair leaves this difference alone and the rewrite then succeeds.

The repair puts `rpaFreq` first in the `rw` list. This replaces `rpaFreq D K` by its defining square root, so `one_lt_div` matches and turns the goal into `√(D ^ 2 + 2 * D * K) < D + K`. The remaining lines then work unchanged.
